# Over any positive time, the squared damping factor of a thermopotentiostat is less than one

A thermopotentiostat is described here by a relaxation time `τ`, a thermal energy `kT` and a capacitance `C`, all positive real numbers. During a time t a charge deviation is damped by the factor exp(−t/τ), and `damping_sq_lt_one` states that for t > 0 the square of this factor is strictly less than one. Only `τ` enters the factor; `kT` and `C` play no part in it. The attempt shows first that the factor is positive, then that it is below one because its exponent is negative, and leaves the step to the square to `nlinarith`.

As first written in Lean, the proof fails:

```lean
import Mathlib

open MeasureTheory ProbabilityTheory

namespace ThermopotentiostatComposition

noncomputable section

/-- The parameters of a thermopotentiostat: relaxation time `τ`, thermal energy `kT` and
capacitance `C`, all positive. -/
structure Thermopotentiostat where
  τ : ℝ
  kT : ℝ
  C : ℝ
  τ_pos : 0 < τ
  kT_pos : 0 < kT
  C_pos : 0 < C

namespace Thermopotentiostat

variable (P : Thermopotentiostat)

/-- The factor `exp (-dt/τ)` by which a charge deviation is damped during a time `dt`. -/
def damping (dt : ℝ) : ℝ := Real.exp (-dt / P.τ)

/-- Over a positive time the squared damping factor is strictly below one. -/
theorem damping_sq_lt_one {t : ℝ} (ht : 0 < t) : P.damping t ^ 2 < 1 := by
  have h0 : 0 < P.damping t := Real.exp_pos _
  have h1 : P.damping t < 1 :=
    Real.exp_lt_one (div_neg_of_neg_of_pos (neg_lt_zero.mpr ht) P.τ_pos)
  nlinarith

end Thermopotentiostat

end

end ThermopotentiostatComposition
```

The error:

```
Main.lean:30:4: error(lean.unknownIdentifier): Unknown constant `Real.exp_lt_one`
```

The message says that Lean knows no constant called `Real.exp_lt_one` in the Mathlib that the file imports. The proof of `h1` calls that name as a function that turns a proof of x < 0 into a proof of exp x < 1, so it fails at the name itself. The mathematics is not at fault.

The repair uses `Real.exp_lt_one_iff`, which does exist and states the fact as an equivalence: exp x < 1 exactly when x < 0. An equivalence can't be applied directly as a function, so `.mpr` picks out its right-to-left direction, from x < 0 to exp x < 1. This is the implication the attempt wanted. The argument stays as it was: `div_neg_of_neg_of_pos` proves −t/τ < 0 from −t < 0 and τ > 0. The final `nlinarith` is also unchanged.

As a diff, the version that Lean accepts:

```diff
@@ -28,5 +28,5 @@
   have h0 : 0 < P.damping t := Real.exp_pos _
   have h1 : P.damping t < 1 :=
-    Real.exp_lt_one (div_neg_of_neg_of_pos (neg_lt_zero.mpr ht) P.τ_pos)
+    Real.exp_lt_one_iff.mpr (div_neg_of_neg_of_pos (neg_lt_zero.mpr ht) P.τ_pos)
   nlinarith
 
```
